**Exactly separating the energy denominators of n distinct occupied and n distinct virtual levels takes at least n products**

**A:** Take n distinct occupied energies x_i and n distinct virtual energies y_a, with every virtual level above every occupied one. If

1/(y_a − x_i) = Σ_k u_k(i) w_k(a), k = 1, …, L

holds for all i and a, then L ≥ n. It follows that an L-point Laplace grid cannot be exact once there are more than L distinct levels of each kind.

**Q:** Where would I meet these denominators, and what has the formal version turned them into?

**A:** They appear in the static independent-particle density response, for example when static screening is computed in the random-phase approximation. The model here has finitely many real levels and no frequency dependence, and it treats one occupied–virtual pair at a time, not the two-pair denominators of second-order Møller–Plesset theory.

In the code, `occ : Fin o → ℝ` and `virt : Fin v → ℝ` list the energies, and `Separates` is the displayed equation for every pair. Lean counts the indices from 0.

```lean
import Mathlib

open Finset

namespace LaplaceDenominators

noncomputable section

/-- The products `u k i * w k a`, summed over `k`, reproduce every energy denominator
`1 / (virt a - occ i)`. The definition accepts any real energies, but it is meant for spectra in
which no virtual energy equals an occupied one. -/
def Separates {o v L : ℕ} (occ : Fin o → ℝ) (virt : Fin v → ℝ)
    (u : Fin L → Fin o → ℂ) (w : Fin L → Fin v → ℂ) : Prop :=
  ∀ i a, 1 / ((virt a - occ i : ℝ) : ℂ) = ∑ k, u k i * w k a
```

**Q:** The factors are complex. My quadrature weights and points are real.

**A:** Real ones are included. A lower bound that holds for all complex factors also holds for real ones. The same is true of the Laplace sum, which has weights ω_k and points t_k:

Σ_k ω_k exp(−t_k g) in place of 1/g, where g is the gap.

Neither positivity nor any particular quadrature rule is assumed.

```lean
/-- The Laplace quadrature with weights `ω` and points `t`, evaluated at the energy
gap `gap`. -/
def laplaceSum {L : ℕ} (ω t : Fin L → ℂ) (gap : ℝ) : ℂ :=
  ∑ k, ω k * Complex.exp (-t k * (gap : ℂ))
```

**Q:** Then why can't a clever choice of factors do with fewer than n products?

**A:** Because the n × n matrix of denominators annihilates only the zero vector. Suppose that Σ_a c_a/(y_a − x_i) = 0 for every i. If n = 0 there is nothing to show. Otherwise, clear the denominators by defining

P(z) = Σ_a c_a Π_(b≠a) (y_b − z).

Each product has n − 1 linear factors, so P has degree at most n − 1. At an occupied energy,

P(x_i) = [Π_b (y_b − x_i)] · Σ_a c_a/(y_a − x_i) = 0.

So P has n distinct roots and must be the zero polynomial. At a virtual energy every term but one contains a vanishing factor, which leaves

0 = P(y_a) = c_a Π_(b≠a) (y_b − y_a).

The virtual energies are distinct, so the product is nonzero and c_a = 0.

In the Lean proof, `hroot` is the evaluation at x_i, `hdeg` is the degree bound, and `hzero` concludes that P = 0. `Finset.sum_eq_single a` then isolates the surviving term at y_a.

```lean
/-- For `n` distinct numbers `x i` and `n` distinct numbers `y a`, with no `y a` equal to
an `x i`, the matrix `1 / (y a - x i)` annihilates only the zero vector. -/
theorem denominator_kernel_trivial {n : ℕ} (x y : Fin n → ℂ)
    (hx : Function.Injective x) (hy : Function.Injective y)
    (hxy : ∀ i a, y a ≠ x i) (c : Fin n → ℂ)
    (h : ∀ i, ∑ a, 1 / (y a - x i) * c a = 0) : c = 0 := by
  classical
  -- the numerator left after clearing all denominators
  obtain ⟨P, hP⟩ : ∃ P : Polynomial ℂ, P = ∑ a, Polynomial.C (c a) *
      ∏ b ∈ univ.erase a, (Polynomial.C (y b) - Polynomial.X) := ⟨_, rfl⟩
  have hev : ∀ z, P.eval z = ∑ a, c a * ∏ b ∈ univ.erase a, (y b - z) := by
    intro z
    simp [hP, Polynomial.eval_finsetSum, Polynomial.eval_prod]
  have hroot : ∀ i, P.eval (x i) = 0 := by
    intro i
    have hfac : ∑ a, c a * ∏ b ∈ univ.erase a, (y b - x i)
        = (∏ b, (y b - x i)) * ∑ a, 1 / (y a - x i) * c a := by
      rw [Finset.mul_sum]
      refine Finset.sum_congr rfl fun a _ => ?_
      have hp : (y a - x i) * ∏ b ∈ univ.erase a, (y b - x i) = ∏ b, (y b - x i) :=
        Finset.mul_prod_erase univ (fun b => y b - x i) (mem_univ a)
      have hne : y a - x i ≠ 0 := sub_ne_zero.mpr (hxy i a)
      rw [← hp]
      field_simp
    rw [hev, hfac, h i, mul_zero]
  have hdeg : P.natDegree ≤ n - 1 := by
    rw [hP]
    refine Polynomial.natDegree_sum_le_of_forall_le _ _ fun a _ => ?_
    refine (Polynomial.natDegree_C_mul_le _ _).trans ?_
    refine (Polynomial.natDegree_prod_le _ _).trans ?_
    refine (Finset.sum_le_card_nsmul _ _ 1 fun b _ => ?_).trans ?_
    · compute_degree
    · simp [Finset.card_erase_of_mem]
  funext a
  -- more roots than the degree allows
  have hzero : P = 0 := by
    refine Polynomial.eq_zero_of_natDegree_lt_card_of_eval_eq_zero P hx hroot ?_
    have := a.isLt
    rw [Fintype.card_fin]
    omega
  -- at `y a` only the term of `c a` survives
  have hval := hev (y a)
  rw [hzero, Polynomial.eval_zero, Finset.sum_eq_single a] at hval
  · have hprod : ∏ b ∈ univ.erase a, (y b - y a) ≠ 0 :=
      Finset.prod_ne_zero_iff.mpr fun b hb =>
        sub_ne_zero.mpr fun hba => (Finset.mem_erase.mp hb).1 (hy hba)
    exact (mul_eq_zero.mp hval.symm).resolve_right hprod
  · intro b _ hb
    rw [Finset.prod_eq_zero (Finset.mem_erase.mpr ⟨hb.symm, mem_univ a⟩) (sub_self _),
      mul_zero]
  · intro ha
    exact absurd (mem_univ a) ha
```

**Q:** That lemma only asks for y_a ≠ x_i. Why do you demand a gap?

**A:** The algebra needs only unequal energies. The later theorems about a given spectrum assume `occ i < virt a` because it describes the physical situation: a ground state filled from below, with a gap between occupied and virtual levels.

**Q:** And the step from the matrix to L?

**A:** Send a vector c to the L numbers Σ_a w_k(a) c_a. If they all vanish, then

Σ_a c_a/(y_a − x_i) = Σ_k u_k(i) Σ_a w_k(a) c_a = 0

for every i, and the lemma gives c = 0. The map from n dimensions to L dimensions is therefore injective, so n ≤ L. In the code, `hinj` is this injectivity, the `calc` block exchanges the two sums, and the last line compares dimensions.

```lean
/-- For `n` distinct occupied and `n` distinct virtual energies, every virtual one above
every occupied one, an exact separation of the denominators needs at least `n` products. -/
theorem le_of_separates {n L : ℕ} (occ virt : Fin n → ℝ)
    (ho : Function.Injective occ) (hv : Function.Injective virt)
    (gap : ∀ i a, occ i < virt a) (u w : Fin L → Fin n → ℂ)
    (h : Separates occ virt u w) : n ≤ L := by
  have h' : ∀ i a, 1 / ((virt a : ℂ) - (occ i : ℂ)) = ∑ k, u k i * w k a := by
    intro i a
    rw [← Complex.ofReal_sub]
    exact h i a
  -- the virtual factors map `n` dimensions injectively into `L` dimensions
  have hinj : Function.Injective (Matrix.of w).mulVecLin := by
    rw [← LinearMap.ker_eq_bot, LinearMap.ker_eq_bot']
    intro c hc
    have hk : ∀ k, ∑ a, w k a * c a = 0 := fun k => by
      simpa [Matrix.mulVec, dotProduct] using congrFun hc k
    refine denominator_kernel_trivial (fun i => (occ i : ℂ)) (fun a => (virt a : ℂ))
      (Complex.ofReal_injective.comp ho) (Complex.ofReal_injective.comp hv)
      (fun i a hia => (gap i a).ne' (Complex.ofReal_injective hia)) c fun i => ?_
    calc ∑ a, 1 / ((virt a : ℂ) - (occ i : ℂ)) * c a
        = ∑ a, (∑ k, u k i * w k a) * c a :=
          Finset.sum_congr rfl fun a _ => by rw [h' i a]
      _ = ∑ k, u k i * ∑ a, w k a * c a := by
          simp_rw [Finset.sum_mul, Finset.mul_sum]
          rw [Finset.sum_comm]
          simp only [mul_assoc]
      _ = 0 := by simp [hk]
  simpa using LinearMap.finrank_le_finrank_of_injective hinj
```

**Q:** Does it matter that the energies are distinct? Real spectra have degeneracies.

**A:** It does. If all occupied energies coincide, the denominator depends on a alone and one product is enough, so the bound n fails for every n ≥ 2. For a degenerate spectrum, apply the theorem to one representative of each distinct energy.

**Q:** Perhaps the true minimum is well above n, and your bound is weak.

**A:** It is exactly n. Use one product for each occupied level:

u_k(i) = 1 if k = i, and 0 otherwise; w_k(a) = 1/(y_a − x_k).

Only k = i survives in the sum, and it gives the required denominator. `IsLeast` says both that n products can do it and that no smaller number can. This expansion copies the matrix row by row and is not a Laplace grid, so the theorem does not say that n Laplace points would be enough.

```lean
/-- For `n` distinct occupied and `n` distinct virtual energies, every virtual one above
every occupied one, the least number of products that separates the denominators
exactly is `n`. -/
theorem isLeast_separation {n : ℕ} (occ virt : Fin n → ℝ)
    (ho : Function.Injective occ) (hv : Function.Injective virt)
    (gap : ∀ i a, occ i < virt a) :
    IsLeast {L : ℕ | ∃ u w : Fin L → Fin n → ℂ, Separates occ virt u w} n := by
  constructor
  · -- one product for each occupied level
    exact ⟨fun k i => if k = i then 1 else 0,
      fun k a => 1 / ((virt a - occ k : ℝ) : ℂ), fun i a => by simp [ite_mul]⟩
  · rintro L ⟨u, w, h⟩
    exact le_of_separates occ virt ho hv gap u w h
```

**Q:** I never have equal numbers of occupied and virtual orbitals.

**A:** Count distinct energies, not orbitals. For o distinct occupied and v distinct virtual levels, keep the first min(o, v) of each. An expansion valid for all pairs is valid for those kept, so L ≥ min(o, v). `Fin.castLE` makes the selection, and the square theorem does the rest.

```lean
/-- With `o` distinct occupied and `v` distinct virtual energies, every virtual one above
every occupied one, an exact separation needs at least `min o v` products. -/
theorem min_le_of_separates {o v L : ℕ} (occ : Fin o → ℝ) (virt : Fin v → ℝ)
    (ho : Function.Injective occ) (hv : Function.Injective virt)
    (gap : ∀ i a, occ i < virt a) (u : Fin L → Fin o → ℂ) (w : Fin L → Fin v → ℂ)
    (h : Separates occ virt u w) : min o v ≤ L :=
  le_of_separates (fun i => occ (Fin.castLE (min_le_left o v) i))
    (fun a => virt (Fin.castLE (min_le_right o v) a))
    (ho.comp (Fin.castLE_injective _)) (hv.comp (Fin.castLE_injective _))
    (fun _ _ => gap _ _) (fun k i => u k (Fin.castLE (min_le_left o v) i))
    (fun k a => w k (Fin.castLE (min_le_right o v) a)) (fun _ _ => h _ _)
```

**Q:** Now the Laplace grid. Could I escape by refitting it to each molecule?

**A:** No. Each exponential splits into an occupied and a virtual factor:

ω_k exp(−t_k (y_a − x_i)) = [ω_k exp(t_k x_i)] · [exp(−t_k y_a)].

An exact L-point grid would thus be a separation with L products, which is impossible if L < min(o, v). In the theorem `ω` and `t` are arbitrary once the spectrum is given, so fitted grids fail too. The proof assumes that every pair is right, performs this split, and contradicts the previous bound. No fixed L can therefore be exact for every member of a family of such systems in which the numbers of distinct occupied and virtual levels both grow without limit.

```lean
/-- If the distinct occupied and the distinct virtual energies each number more than `L`,
and every virtual one lies above every occupied one, then any Laplace grid of `L` points
misses at least one denominator. -/
theorem laplace_grid_fails {o v L : ℕ} (occ : Fin o → ℝ) (virt : Fin v → ℝ)
    (ho : Function.Injective occ) (hv : Function.Injective virt)
    (gap : ∀ i a, occ i < virt a) (hL : L < min o v) (ω t : Fin L → ℂ) :
    ∃ i a, laplaceSum ω t (virt a - occ i) ≠ 1 / ((virt a - occ i : ℝ) : ℂ) := by
  by_contra hcon
  have hall : ∀ i a, laplaceSum ω t (virt a - occ i) = 1 / ((virt a - occ i : ℝ) : ℂ) :=
    fun i a => by_contra fun hne => hcon ⟨i, a, hne⟩
  refine absurd (min_le_of_separates occ virt ho hv gap
    (fun k i => ω k * Complex.exp (t k * (occ i : ℂ)))
    (fun k a => Complex.exp (-t k * (virt a : ℂ))) fun i a => ?_) (not_le_of_gt hL)
  -- each exponential of the gap splits into an occupied and a virtual factor
  rw [← hall i a]
  unfold laplaceSum
  refine Finset.sum_congr rfl fun k _ => ?_
  rw [mul_assoc, ← Complex.exp_add]
  congr 2
  push_cast
  ring
```

**Q:** Can you show me a failure without an abstract spectrum?

**A:** Put occupied levels at 0, −1, …, −L and virtual levels at 1, …, L + 1. There are L + 1 of each, and with i and a counted from 0 the gaps are a + i + 1, integers from 1 to 2L + 1. Every L-point grid gives a wrong reciprocal for at least one of these integers. Even L = 0 fits: the empty sum is 0, while the reciprocal of 1 is 1.

```lean
/-- Every Laplace grid of `L` points gives a wrong reciprocal for at least one of the
integer gaps `1, ..., 2 L + 1`. -/
theorem laplace_grid_fails_at_integer_gap {L : ℕ} (ω t : Fin L → ℂ) :
    ∃ m : ℕ, 1 ≤ m ∧ m ≤ 2 * L + 1 ∧
      laplaceSum ω t (m : ℝ) ≠ 1 / ((m : ℝ) : ℂ) := by
  -- equally spaced levels: occupied at `0, -1, ..., -L`, virtual at `1, ..., L + 1`
  obtain ⟨i, a, hia⟩ := laplace_grid_fails
    (fun i : Fin (L + 1) => -((i : ℕ) : ℝ)) (fun a : Fin (L + 1) => ((a : ℕ) : ℝ) + 1)
    (fun i j hij => Fin.ext (Nat.cast_injective (R := ℝ) (neg_injective hij)))
    (fun a b hab => Fin.ext (Nat.cast_injective (R := ℝ) (add_right_cancel hab)))
    (fun i a => by
      have h1 : (0 : ℝ) ≤ ((i : ℕ) : ℝ) := Nat.cast_nonneg _
      have h2 : (0 : ℝ) ≤ ((a : ℕ) : ℝ) := Nat.cast_nonneg _
      linarith)
    (by simp) ω t
  have hi := i.isLt
  have ha := a.isLt
  refine ⟨(a : ℕ) + (i : ℕ) + 1, by omega, by omega, ?_⟩
  have e : (((a : ℕ) + (i : ℕ) + 1 : ℕ) : ℝ) = ((a : ℕ) : ℝ) + 1 - -((i : ℕ) : ℝ) := by
    push_cast
    ring
  rw [e]
  exact hia

end

end LaplaceDenominators
```

```lean
#print axioms LaplaceDenominators.isLeast_separation
#print axioms LaplaceDenominators.laplace_grid_fails_at_integer_gap
```

```
'LaplaceDenominators.isLeast_separation' depends on axioms: [propext, Classical.choice, Quot.sound]
'LaplaceDenominators.laplace_grid_fails_at_integer_gap' depends on axioms: [propext, Classical.choice, Quot.sound]
```

**Q:** So should I distrust my Laplace-transformed code?

**A:** Not on this account. The theorems say that at least one pair has a nonzero error but put no lower limit on its size, so a grid may still be as accurate as your calculation needs. What they tell you is that, for a gapped finite spectrum with more than L distinct levels of each kind, an L-point grid is an approximation and not an identity.
